# The conjugate product of two Harriman orbitals depends on their labels only through the difference

Harriman's orbitals in one dimension, √(ρ/N) exp(2πikF), share the density ρ/N and differ only in the integer k that sets how fast the phase winds; F(x) is the integral of ρ/N from a to x. The lemma `conj_orbital_mul` states that, at any point x where ρ/N is non-negative, the conjugate of orbital k times orbital l equals ρ/N times exp(2πi(l − k)F(x)). This is an identity at a single point: it does not assume that ρ integrates to N, and it does not assert that the orbitals are orthogonal. The proof squares the root to get ρ/N, shows that conjugation reverses the sign of the exponent, and adds the two exponents.

In Lean, a first try:

```lean
import Mathlib

open MeasureTheory Set
open scoped ComplexConjugate

namespace HarrimanConstruction

noncomputable section

/-- The cumulative fraction `F(x)` of the density `ρ` (with `N` particles) lying between `a`
and `x`. -/
def cumulative (ρ : ℝ → ℝ) (N a x : ℝ) : ℝ := ∫ t in a..x, ρ t / N

/-- The Harriman orbital `√(ρ/N) exp(2πi k F)` with integer label `k`. -/
def orbital (ρ : ℝ → ℝ) (N a : ℝ) (k : ℤ) (x : ℝ) : ℂ :=
  (Real.sqrt (ρ x / N) : ℂ) *
    Complex.exp (2 * Real.pi * Complex.I * (k : ℂ) * (cumulative ρ N a x : ℂ))

variable {ρ : ℝ → ℝ} {N a b : ℝ}

/-- Where `ρ/N` is non-negative, the conjugate of one Harriman orbital times another is `ρ/N` times
a phase factor in which the labels enter only through their difference. -/
theorem conj_orbital_mul {x : ℝ} (hx : 0 ≤ ρ x / N) (k l : ℤ) :
    conj (orbital ρ N a k x) * orbital ρ N a l x = ((ρ x / N : ℝ) : ℂ) *
      Complex.exp (2 * Real.pi * Complex.I * ((l - k : ℤ) : ℂ) * (cumulative ρ N a x : ℂ)) := by
  unfold orbital
  generalize cumulative ρ N a x = F
  have hs : (Real.sqrt (ρ x / N) : ℂ) * (Real.sqrt (ρ x / N) : ℂ) = ((ρ x / N : ℝ) : ℂ) := by
    rw [← Complex.ofReal_mul, Real.mul_self_sqrt hx]
  have he : conj (Complex.exp (2 * Real.pi * Complex.I * (k : ℂ) * (F : ℂ))) =
      Complex.exp (-(2 * Real.pi * Complex.I * (k : ℂ) * (F : ℂ))) := by
    rw [← Complex.exp_conj]
    congr 1
    simp
  have hp : 2 * Real.pi * Complex.I * ((l - k : ℤ) : ℂ) * (F : ℂ) =
      -(2 * Real.pi * Complex.I * (k : ℂ) * (F : ℂ)) +
        2 * Real.pi * Complex.I * (l : ℂ) * (F : ℂ) := by
    push_cast
    ring
  rw [map_mul, Complex.conj_ofReal, he, hp, Complex.exp_add, ← hs]
  ring

end

end HarrimanConstruction
```

Lean reports:

```
Main.lean:31:70: error: unsolved goals
ρ : ℝ → ℝ
N a x : ℝ
hx : 0 ≤ ρ x / N
k l : ℤ
F : ℝ
hs : ↑√(ρ x / N) * ↑√(ρ x / N) = ↑(ρ x / N)
⊢ ((starRingEnd ℂ) 2 = 2 ∨ k = 0) ∨ F = 0
```

Cause. The error lies in `he`, the step that conjugates the exponential. After `Complex.exp_conj` and `congr 1`, what remains is to show that the conjugate of 2πikF is −2πikF. Here `simp` makes progress but does not finish. It reduces the equation to the alternatives in the message: the conjugate of 2 is 2, or `k = 0`, or `F = 0`. The last two come from cancelling common factors, since an equation between products also holds when a shared factor is zero. Neither is true in general, so the first must be proved, and this call to `simp` leaves it open, although it is only the fact that 2 is real.

The repair proves that fact separately as `h2`. `Complex.ext` reduces the equality of two complex numbers to equality of their real and imaginary parts, and `simp` settles each. Given `h2`, the final `simp [h2]` can replace the conjugate of 2 by 2, which closes the goal whatever the values of `k` and `F`.

After these edits no error is left:

```diff
@@ -32,5 +32,6 @@
     rw [← Complex.exp_conj]
     congr 1
-    simp
+    have h2 : conj (2 : ℂ) = 2 := Complex.ext (by simp) (by simp)
+    simp [h2]
   have hp : 2 * Real.pi * Complex.I * ((l - k : ℤ) : ℂ) * (F : ℂ) =
       -(2 * Real.pi * Complex.I * (k : ℂ) * (F : ℂ)) +
```
